# The energy of the difference of two merging states tends to that of their nonzero tangent

## States, energies and overlaps

Let $V$ be a real inner-product space of states and $H$ a bounded linear operator on it, the Hamiltonian. The energy of a nonzero state $x$ is its Rayleigh quotient

$$\mathcal E(x)=\frac{\langle x,Hx\rangle}{\langle x,x\rangle}.$$

It needs no normalisation of $x$, and it is a total energy, not a difference from a ground state.

A curve $\varphi$ assigns a state $\varphi(t)$ to each real $t$. It is differentiable at $0$, with tangent $v=\varphi'(0)$. The states $\varphi(t)$ and $\varphi(-t)$ merge into $\varphi(0)$ as $t\to0$. One may think of two Slater determinants whose orbitals depend on $t$, though only the differentiability of the curve is used.

Nonorthogonal configuration interaction (CI) between states $x$ and $y$ uses their overlap matrix $S$, with entries such as $\langle x,y\rangle$, and the secular determinant at a trial energy $E$,

$$D_E(x,y)=B(x,x)B(y,y)-B(x,y)B(y,x),\qquad B(x,y)=\langle x,Hy\rangle-E\langle x,y\rangle .$$

## What happens as the states merge

When two normalised states merge, one eigenvalue of $S$ goes to zero and the basis becomes linearly dependent. The combination that belongs to this eigenvalue is the difference of the states. Its norm vanishes, but its energy is a ratio and can have a limit.

Suppose $v\neq0$. As nonzero $t$ tends to $0$, `tangent_excitation` states that

- $\|\varphi(t)-\varphi(-t)\|^2/2\to0$;
- $\varphi(t)-\varphi(-t)\neq0$ for all sufficiently small nonzero $t$;
- $\mathcal E(\varphi(t)-\varphi(-t))\to\mathcal E(v)$.

For normalised states, the combination whose overlap eigenvalue vanishes therefore has a definite limiting energy, that of the tangent. The theorem's content is the existence and value of this limit, not the absence of a divergence: a bounded $H$ already gives $|\mathcal E(x)|\le\|H\|$ for every nonzero $x$.

The second theorem, `secular_limit`, concerns the full two-state problem. For every fixed $E$, and without requiring $v\ne0$,

$$\frac{D_E(\varphi(t),\varphi(-t))}{(2t)^2}\to D_E(\varphi(0),v).$$

When $\varphi(0)$ and $v$ are linearly independent, as they are for normalised states with $v\neq0$, the limiting problem is the CI between the merged state and its tangent. Otherwise the limit is zero for every $E$ and fixes no energy. In the independent case $\mathcal E(v)$ is the limiting energy of one combination, and in general not an eigenvalue of the limiting CI problem, because the merged state and its tangent are in general coupled.

## How the Lean statement reads

The type `V` carries a norm and a real inner product, and `H : V →L[ℝ] V` is a continuous linear map. In finite dimension every linear map qualifies, so a symmetric Hamiltonian matrix in a finite basis is a special case; neither finite dimension nor symmetry is assumed. An unbounded Hamiltonian on an infinite-dimensional space and complex wavefunctions lie beyond this setting.

The functions `energy`, `overlap` and `secular` are $\mathcal E$, $S$ and $D_E$. The hypothesis `HasDerivAt φ v 0` says that $\varphi$ has derivative $v$ at $0$. The filter `𝓝[≠] 0` expresses that $t$ approaches zero through nonzero values, and `∀ᶠ` means "for all such $t$ close enough to zero".

The condition `v ≠ 0` says that the states separate at first order in $t$. Without it the difference may vanish for every $t$, as it does for a constant curve.

The main theorem doesn't assume normalised states. Its first limit concerns an overlap eigenvalue when they are normalised, which is the case that `overlap_minus` treats.

## The overlap eigenvalue

For unit vectors $x,y$ with overlap $\sigma=\langle x,y\rangle$,

$$\begin{pmatrix}1&\sigma\\ \sigma&1\end{pmatrix}\begin{pmatrix}1\\-1\end{pmatrix}=(1-\sigma)\begin{pmatrix}1\\-1\end{pmatrix},\qquad \|x-y\|^2=2-2\sigma .$$

The eigenvalue is thus $\|x-y\|^2/2$. With the normalised coefficient vector $(1,-1)/\sqrt2$, it is the squared norm of the state $(x-y)/\sqrt2$.

## The limit of the energy

Split the central difference into two difference quotients:

$$\frac{\varphi(t)-\varphi(-t)}{2t}=\frac12\left[\frac{\varphi(t)-\varphi(0)}{t}+\frac{\varphi(-t)-\varphi(0)}{-t}\right]\to\frac12(v+v)=v .$$

Call the left side $d_t$. Since $v\neq0$, $d_t$ is nonzero for small $t\ne0$, and so is $\varphi(t)-\varphi(-t)=2t\,d_t$. Its norm tends to zero because both states tend to $\varphi(0)$.

For $c\neq0$, numerator and denominator of the energy both acquire a factor $c^2$, so $\mathcal E(cx)=\mathcal E(x)$. Therefore

$$\mathcal E(\varphi(t)-\varphi(-t))=\mathcal E(d_t)=\frac{\langle d_t,Hd_t\rangle}{\langle d_t,d_t\rangle}\to\frac{\langle v,Hv\rangle}{\langle v,v\rangle}=\mathcal E(v),$$

by continuity of $H$ and of the inner product, with a nonzero limiting denominator.

## The limit of the secular determinant

Take any states $s,d$ and pass to the pair $s+td$, $s-td$. The matrix $M$ of $B$ in the pair $s,d$ becomes

$$TMT^{\mathsf T},\qquad T=\begin{pmatrix}1&t\\1&-t\end{pmatrix},\qquad \det T=-2t .$$

Hence $D_E(s+td,s-td)=(2t)^2D_E(s,d)$. Now choose $s_t=\tfrac12(\varphi(t)+\varphi(-t))$ and $d=d_t$. Then $s_t+td_t=\varphi(t)$ and $s_t-td_t=\varphi(-t)$, so

$$\frac{D_E(\varphi(t),\varphi(-t))}{(2t)^2}=D_E(s_t,d_t)\to D_E(\varphi(0),v),$$

because $s_t\to\varphi(0)$, $d_t\to v$ and $D_E$ is continuous in both states.

## A rotation with no error at finite separation

The curve $\varphi(t)=\cos t\,a+\sin t\,b$ is a rotation when $a$ and $b$ are orthonormal, though the result doesn't need this. The cosine terms cancel:

$$\varphi(t)-\varphi(-t)=2\sin t\,b .$$

If $b\neq0$ and $\sin t\neq0$, the difference has exactly the energy of $b$, at any such $t$. The Lean theorem omits the condition on $b$, since for $b=0$ both sides are $0/0$, which Lean evaluates as $0$.

## The complete file

```lean
import Mathlib

open Filter Topology Matrix

namespace MergingDeterminants

noncomputable section

variable {V : Type*} [NormedAddCommGroup V] [InnerProductSpace ℝ V]

/-- The Rayleigh quotient `⟨x, H x⟩ / ⟨x, x⟩` of a nonzero state `x`. -/
def energy (H : V →L[ℝ] V) (x : V) : ℝ :=
  inner ℝ x (H x) / inner ℝ x x

/-- The overlap matrix of two states. -/
def overlap (x y : V) : Matrix (Fin 2) (Fin 2) ℝ :=
  !![inner ℝ x x, inner ℝ x y; inner ℝ y x, inner ℝ y y]

/-- The secular determinant `det (H - E S)` of nonorthogonal configuration interaction
between two states `x` and `y`, at trial energy `E`. -/
def secular (H : V →L[ℝ] V) (E : ℝ) (x y : V) : ℝ :=
  Matrix.det !![inner ℝ x (H x) - E * inner ℝ x x, inner ℝ x (H y) - E * inner ℝ x y;
    inner ℝ y (H x) - E * inner ℝ y x, inner ℝ y (H y) - E * inner ℝ y y]

/-- Multiplying a state by a nonzero number does not change its Rayleigh quotient. -/
theorem energy_smul (H : V →L[ℝ] V) {c : ℝ} (hc : c ≠ 0) (x : V) :
    energy H (c • x) = energy H x := by
  unfold energy
  rw [map_smul, real_inner_smul_left, real_inner_smul_right, real_inner_smul_left,
    real_inner_smul_right, mul_div_mul_left _ _ hc, mul_div_mul_left _ _ hc]

/-- For two normalized states, the minus combination is an eigenvector of the overlap
matrix, with eigenvalue half the squared distance between the states. -/
theorem overlap_minus (x y : V) (hx : ‖x‖ = 1) (hy : ‖y‖ = 1) :
    overlap x y *ᵥ ![1, -1] = (‖x - y‖ ^ 2 / 2) • ![1, -1] := by
  have hxx : inner ℝ x x = (1 : ℝ) := by
    rw [real_inner_self_eq_norm_sq, hx]; norm_num
  have hyy : inner ℝ y y = (1 : ℝ) := by
    rw [real_inner_self_eq_norm_sq, hy]; norm_num
  have hyx : (inner ℝ y x : ℝ) = inner ℝ x y := real_inner_comm x y
  have hd : ‖x - y‖ ^ 2 / 2 = 1 - inner ℝ x y := by
    rw [norm_sub_sq_real, hx, hy]; ring
  unfold overlap
  rw [hxx, hyy, hyx, hd]
  ext i
  fin_cases i <;> simp [Matrix.mulVec, dotProduct, Fin.sum_univ_two] <;> ring

/-- Reversing the sign of a nonzero parameter that tends to zero gives another such
parameter. -/
theorem tendsto_neg_punctured :
    Tendsto (fun t : ℝ => -t) (𝓝[≠] 0) (𝓝[≠] 0) := by
  refine tendsto_nhdsWithin_iff.2 ⟨?_, ?_⟩
  · have h : Tendsto (fun t : ℝ => -t) (𝓝 0) (𝓝 (-0)) := continuous_neg.tendsto 0
    rw [neg_zero] at h
    exact h.mono_left nhdsWithin_le_nhds
  · filter_upwards [self_mem_nhdsWithin] with t ht
    simpa using ht

/-- The difference of the two merging states, divided by their parameter separation `2t`,
tends to the tangent vector of a curve differentiable at zero. -/
theorem central_difference {φ : ℝ → V} {v : V} (h : HasDerivAt φ v 0) :
    Tendsto (fun t : ℝ => (2 * t)⁻¹ • (φ t - φ (-t))) (𝓝[≠] 0) (𝓝 v) := by
  have hs := hasDerivAt_iff_tendsto_slope_zero.1 h
  simp only [zero_add] at hs
  -- average the difference quotients at t and at -t
  have hsum := (hs.add (hs.comp tendsto_neg_punctured)).const_smul (2⁻¹ : ℝ)
  have e : (2⁻¹ : ℝ) • (v + v) = v := by module
  rw [e] at hsum
  refine hsum.congr fun t => ?_
  simp only [Function.comp_apply, inv_neg, mul_inv]
  module

/-- Let a curve of states be differentiable at zero with nonzero tangent `v`, and let `H` be
a bounded operator. As nonzero `t` tends to zero, half the squared norm of `φ(t) - φ(-t)`
vanishes, the difference is eventually nonzero, and its Rayleigh quotient tends to that
of `v`. -/
theorem tangent_excitation (H : V →L[ℝ] V) {φ : ℝ → V} {v : V}
    (h : HasDerivAt φ v 0) (hv : v ≠ 0) :
    Tendsto (fun t : ℝ => ‖φ t - φ (-t)‖ ^ 2 / 2) (𝓝[≠] 0) (𝓝 0) ∧
    (∀ᶠ t in 𝓝[≠] (0 : ℝ), φ t - φ (-t) ≠ 0) ∧
    Tendsto (fun t : ℝ => energy H (φ t - φ (-t))) (𝓝[≠] 0) (𝓝 (energy H v)) := by
  have hd := central_difference h
  refine ⟨?_, ?_, ?_⟩
  · -- both states tend to φ(0)
    have hp : Tendsto φ (𝓝[≠] 0) (𝓝 (φ 0)) :=
      h.continuousAt.tendsto.mono_left nhdsWithin_le_nhds
    have hn := ((hp.sub (hp.comp tendsto_neg_punctured)).norm.pow 2).div_const 2
    have e : ‖φ 0 - φ 0‖ ^ 2 / 2 = 0 := by simp
    rw [e] at hn
    exact hn
  · filter_upwards [hd.eventually_mem (isOpen_ne.mem_nhds hv)] with t ht
    have ht' : (2 * t)⁻¹ • (φ t - φ (-t)) ≠ 0 := ht
    intro h0
    exact ht' (by rw [h0, smul_zero])
  · -- the Rayleigh quotient is continuous at v and blind to the factor 1/(2t)
    have hH := (H.continuous.tendsto v).comp hd
    have hlim := (Filter.Tendsto.inner (𝕜 := ℝ) hd hH).div
      (Filter.Tendsto.inner (𝕜 := ℝ) hd hd) (inner_self_ne_zero.2 hv)
    refine Tendsto.congr' ?_ hlim
    filter_upwards [self_mem_nhdsWithin] with t ht
    have ht0 : t ≠ 0 := ht
    exact energy_smul H (inv_ne_zero (mul_ne_zero two_ne_zero ht0)) _

/-- The secular determinant of the pair `s + t d`, `s - t d` is `(2t)²` times that of the
pair `s`, `d`. -/
theorem secular_pair (H : V →L[ℝ] V) (E t : ℝ) (s d : V) :
    secular H E (s + t • d) (s - t • d) = (2 * t) ^ 2 * secular H E s d := by
  simp only [secular, Matrix.det_fin_two_of, map_add, map_sub, map_smul, inner_add_left,
    inner_add_right, inner_sub_left, inner_sub_right, real_inner_smul_left,
    real_inner_smul_right]
  ring

/-- For a curve differentiable at zero and any trial energy, the secular determinant of the
two merging states, divided by `(2t)²`, tends to the secular determinant of the merged state
and the tangent vector as nonzero `t` tends to zero. -/
theorem secular_limit (H : V →L[ℝ] V) (E : ℝ) {φ : ℝ → V} {v : V}
    (h : HasDerivAt φ v 0) :
    Tendsto (fun t : ℝ => secular H E (φ t) (φ (-t)) / (2 * t) ^ 2) (𝓝[≠] 0)
      (𝓝 (secular H E (φ 0) v)) := by
  have hp : Tendsto φ (𝓝[≠] 0) (𝓝 (φ 0)) :=
    h.continuousAt.tendsto.mono_left nhdsWithin_le_nhds
  have hs := (hp.add (hp.comp tendsto_neg_punctured)).const_smul (2⁻¹ : ℝ)
  have e : (2⁻¹ : ℝ) • (φ 0 + φ 0) = φ 0 := by module
  rw [e] at hs
  have hc : Continuous fun p : V × V => secular H E p.1 p.2 := by
    simp only [secular, Matrix.det_fin_two_of]
    fun_prop
  have hlim := (hc.tendsto (φ 0, v)).comp (hs.prodMk_nhds (central_difference h))
  refine Tendsto.congr' ?_ hlim
  filter_upwards [self_mem_nhdsWithin] with t ht
  have ht0 : t ≠ 0 := ht
  -- recover the two states from their mean and their scaled difference
  have hhalf : t • ((2 * t)⁻¹ • (φ t - φ (-t))) = (2⁻¹ : ℝ) • (φ t - φ (-t)) := by
    rw [smul_smul]
    congr 1
    field_simp
  have key := secular_pair H E t ((2⁻¹ : ℝ) • (φ t + φ (-t)))
    ((2 * t)⁻¹ • (φ t - φ (-t)))
  have e1 : (2⁻¹ : ℝ) • (φ t + φ (-t)) + (2⁻¹ : ℝ) • (φ t - φ (-t)) = φ t := by module
  have e2 : (2⁻¹ : ℝ) • (φ t + φ (-t)) - (2⁻¹ : ℝ) • (φ t - φ (-t)) = φ (-t) := by module
  rw [hhalf, e1, e2] at key
  rw [key, mul_div_cancel_left₀ _ (pow_ne_zero 2 (mul_ne_zero two_ne_zero ht0))]
  rfl

/-- For the rotation `cos t a + sin t b`, the difference of the states at `t` and `-t` has
exactly the Rayleigh quotient of `b`, provided `b` and `sin t` are nonzero. -/
theorem energy_rotation (H : V →L[ℝ] V) (a b : V) {t : ℝ} (ht : Real.sin t ≠ 0) :
    energy H ((Real.cos t • a + Real.sin t • b)
      - (Real.cos (-t) • a + Real.sin (-t) • b)) = energy H b := by
  have e : (Real.cos t • a + Real.sin t • b)
      - (Real.cos (-t) • a + Real.sin (-t) • b) = (2 * Real.sin t) • b := by
    rw [Real.cos_neg, Real.sin_neg]
    module
  rw [e, energy_smul H (mul_ne_zero two_ne_zero ht)]

end

end MergingDeterminants
```

```lean
#print axioms MergingDeterminants.central_difference
#print axioms MergingDeterminants.tangent_excitation
#print axioms MergingDeterminants.secular_limit
#print axioms MergingDeterminants.energy_rotation
```

```
'MergingDeterminants.central_difference' depends on axioms: [propext, Classical.choice, Quot.sound]
'MergingDeterminants.tangent_excitation' depends on axioms: [propext, Classical.choice, Quot.sound]
'MergingDeterminants.secular_limit' depends on axioms: [propext, Classical.choice, Quot.sound]
'MergingDeterminants.energy_rotation' depends on axioms: [propext, Classical.choice, Quot.sound]
```

## From the derivation to the Lean proof

**Scaling and overlap.** `energy_smul` pulls the factor $c$ out of each slot of the inner products and cancels it twice with `mul_div_mul_left`. In `overlap_minus`, the step `hd` is the identity $\|x-y\|^2/2=1-\sigma$; the two components of the eigenvector equation are then checked separately.

**The central difference.** `tendsto_neg_punctured` says that $-t$ tends to zero through nonzero values when $t$ does. This lets `central_difference` evaluate the difference quotient at $-t$ as well as at $t$. The term `hsum` is their average, and `module` verifies that it equals the central difference.

**The main theorem.** `tangent_excitation` has one block for each conclusion. The first subtracts the limits of the two states. The second uses that the nonzero vectors form an open set containing $v$, so the scaled difference eventually lies in it. The third builds `hlim`, the limit of $\mathcal E(d_t)$, from the limits of numerator and denominator; `energy_smul` then removes the factor $1/(2t)$, which is legitimate because $t\neq0$ on the punctured neighbourhood.

**The secular determinant.** `secular_pair` doesn't use the matrix $T$. It expands all the inner products by linearity and leaves the resulting polynomial identity to `ring`. In `secular_limit`, `hs` is the limit of $s_t$, `hc` is the continuity of the determinant in the pair of states, and `hlim` combines them with `central_difference`. The equations `e1` and `e2` recover $\varphi(t)$ and $\varphi(-t)$ from their mean and half-difference, so that `key` becomes the factorisation by $(2t)^2$, which is then divided out.

**The rotation.** `energy_rotation` first proves that the difference is $2\sin t\,b$ and then applies `energy_smul`.
